# An interpolation inequality for differences of finitely supported grid functions on $\mathbb{Z}$

Take a grid indexed by the integers and put amplitude $u_0 = 1$ on site $0$, with $u_j = 0$ on every other site $j$. The forward difference $(Du)_j = u_{j+1} - u_j$ equals $1$ at $j = -1$ and $-1$ at $j = 0$. The second difference $(\Delta u)_j = u_{j+1} - 2u_j + u_{j-1}$ equals $1, -2, 1$ at $j = -1, 0, 1$. The three sums of squares are

$$S_0 = \sum_j u_j^2 = 1, \qquad S_1 = \sum_j (Du)_j^2 = 2, \qquad S_2 = \sum_j (\Delta u)_j^2 = 6 .$$

Two facts relate them. First, $S_1$ can be computed without $D$, since $-\sum_j u_j (\Delta u)_j = -(1)(-2) = 2 = S_1$. Second, the Cauchy–Schwarz inequality bounds the square of this overlap by $S_0 S_2$, which gives $4 \le 6$. The bound is not attained because $\Delta u$ has weight on the sites $\pm 1$, where $u$ vanishes. The same two facts give $S_1^2 \le S_0 S_2$ for every $u$ that is nonzero on finitely many sites only.

## Amplitudes and difference operators

The values $u_j$ lie in a real inner product space $E$, with inner product $\langle x, y\rangle$ and norm $\|x\|$, and the squares in $S_0, S_1, S_2$ become squared norms. The choice $E = \mathbb{R}$ gives real sequences. The choice $E = \mathbb{C}$ with $\langle x, y\rangle = \operatorname{Re}(\bar{x} y)$ gives complex wavefunctions with $\|u_j\|^2 = |u_j|^2$, and a Euclidean space of higher dimension gives amplitudes with several components.

```lean
import Mathlib

open scoped InnerProductSpace

namespace DifferenceInterpolation

noncomputable section

variable {E : Type*} [NormedAddCommGroup E] [InnerProductSpace ℝ E]
```

A grid function is a term of type `ℤ →₀ E`, a map from the integers to $E$ that carries a finite set `u.support` of sites on which it is nonzero. The grid itself is infinite and has no boundary. For an integer $a$, the translation $\tau_a$ is defined by

$$(\tau_a u)_j = u_{j+a},$$

so $\tau_1$ reads the right neighbour and moves the profile one site to the left. `Finsupp.equivMapDomain` evaluates `u` at the inverse of the bijection it is given, and so it is given `(Equiv.addRight a).symm`.

```lean
/-- Translation of a finitely supported grid function: `(shift a u) j = u (j + a)`. -/
def shift (a : ℤ) (u : ℤ →₀ E) : ℤ →₀ E :=
  Finsupp.equivMapDomain (Equiv.addRight a).symm u
```

The forward difference is $D = \tau_1 - 1$, where $1$ is the identity.

```lean
/-- Forward difference `u (j + 1) - u j`. -/
def fwd (u : ℤ →₀ E) : ℤ →₀ E := shift 1 u - u
```

The second difference is $\Delta = \tau_1 - 2 + \tau_{-1}$, with the sign that makes $\Delta$ the discrete second derivative. Both operators return finitely supported functions, whose support may extend one site beyond that of $u$.

```lean
/-- Three-point second difference `u (j + 1) - 2 u j + u (j - 1)`. -/
def lap (u : ℤ →₀ E) : ℤ →₀ E := shift 1 u - (2 : ℝ) • u + shift (-1) u
```

The pairing of two grid functions $u$ and $v$ is

$$(u, v) = \sum_{j \in \mathbb{Z}} \langle u_j, v_j\rangle ,$$

so that $S_0 = (u,u)$, $S_1 = (Du, Du)$ and $S_2 = (\Delta u, \Delta u)$. It carries no factor of the grid spacing.

```lean
/-- The real grid inner product `∑ j, ⟪u j, v j⟫` of finitely supported grid functions. -/
def ip (u v : ℤ →₀ E) : ℝ := ∑ᶠ j, ⟪u j, v j⟫_ℝ
```

## Kinetic energy, density and curvature at spacing $h$

Place site $j$ at position $jh$, where $h$ is the grid spacing. The first derivative is approximated by $(Du)_j/h$, the second by $(\Delta u)_j/h^2$, and an integral by $h$ times a sum. The kinetic energy is

$$T_h = \frac12\, h \sum_j \left\| \frac{(Du)_j}{h} \right\|^2 = \frac12\, h\, \frac{S_1}{h^2}.$$

The factor $1/2$ is the prefactor $\hbar^2/2m$ of a particle of mass $m$ in units with $\hbar = m = 1$. The definition `kinetic` takes the right-hand form, with $1/h^2$ already outside the sum. No normalisation is imposed on $u$, so $T_h$ is quadratic in the amplitude.

```lean
/-- Kinetic energy `(1/2) h ∑ j, ‖(u (j + 1) - u j) / h‖²` on a grid of spacing `h`. -/
def kinetic (h : ℝ) (u : ℤ →₀ E) : ℝ := 1 / 2 * (h * (ip (fwd u) (fwd u) / h ^ 2))
```

The integrated density is $N_h = h S_0$, which equals $1$ for a normalised one-particle state. The kinetic energy of the normalised state along a nonzero $u$ is $T_h/N_h$.

```lean
/-- Integrated density (squared norm of `u`) `h ∑ j, ‖u j‖²` on a grid of spacing `h`. -/
def density (h : ℝ) (u : ℤ →₀ E) : ℝ := h * ip u u
```

The squared curvature norm is $C_h = h \sum_j \|(\Delta u)_j/h^2\|^2 = h S_2/h^4$.

```lean
/-- Squared curvature norm `h ∑ j, ‖(u (j + 1) - 2 u j + u (j - 1)) / h²‖²` on a grid of
spacing `h`. -/
def curvature (h : ℝ) (u : ℤ →₀ E) : ℝ := h * (ip (lap u) (lap u) / h ^ 4)
```

## The pairing as a finite sum

If $s$ is a finite set of sites that contains the support of $u$, then $u_j = 0$ and hence $\langle u_j, v_j\rangle = 0$ for $j \notin s$, so

$$(u, v) = \sum_{j \in s} \langle u_j, v_j\rangle .$$

This matters for reading the statements, because Mathlib's `∑ᶠ` returns $0$ for a summand with infinite support, and the lemma shows that `ip` never takes that value by default. The proof applies `finsum_eq_sum_of_support_subset` and checks that a site with a nonzero term has `u j ≠ 0`, so it lies in `u.support` and therefore in `s`. Only the support of the first argument is constrained.

```lean
/-- The grid inner product is the finite sum over any set of sites containing the support
of the first argument. -/
theorem ip_eq_sum (u v : ℤ →₀ E) (s : Finset ℤ) (hs : u.support ⊆ s) :
    ip u v = ∑ j ∈ s, ⟪u j, v j⟫_ℝ := by
  unfold ip
  apply finsum_eq_sum_of_support_subset
  intro j hj
  have hne : u j ≠ 0 := by
    intro h0
    apply hj
    simp [h0]
  exact Finset.mem_coe.mpr (hs (Finsupp.mem_support_iff.mpr hne))
```

## Moving a translation across the pairing

Substituting $k = j + a$, which runs over all integers as $j$ does,

$$(\tau_a u, v) = \sum_j \langle u_{j+a}, v_j\rangle = \sum_k \langle u_k, v_{k-a}\rangle = (u, \tau_{-a} v).$$

No boundary term appears, because the index set $\mathbb{Z}$ is mapped onto itself. In Lean the substitution is made on the right-hand side: `finsum_comp_equiv (Equiv.addRight a)` replaces the index $k$ by $j + a$, and the two sums then agree term by term since $(j + a) + (-a) = j$.

```lean
/-- A translation moves across the grid inner product as the opposite translation. -/
theorem ip_shift (a : ℤ) (u v : ℤ →₀ E) : ip (shift a u) v = ip u (shift (-a) v) := by
  unfold ip
  -- reindex the sum by j ↦ j + a
  rw [← finsum_comp_equiv (Equiv.addRight a) (f := fun j => ⟪u j, (shift (-a) v) j⟫_ℝ)]
  apply finsum_congr
  intro j
  simp [shift]
```

## Summation by parts

The second difference is the backward difference of the forward difference:

$$(Dv)_j - (Dv)_{j-1} = (v_{j+1} - v_j) - (v_j - v_{j-1}) = (\Delta v)_j ,$$

that is, $\Delta v = Dv - \tau_{-1} Dv$. Expanding $Du = \tau_1 u - u$ in the first slot and moving $\tau_1$ to the second slot gives

$$(Du, Dv) = (\tau_1 u, Dv) - (u, Dv) = (u, \tau_{-1} Dv) - (u, Dv) = -(u, Dv - \tau_{-1} Dv) = -(u, \Delta v).$$

The identity holds for any two finitely supported $u$ and $v$. In the proof, `hsubL` and `hsubR` say that the pairing respects differences in the first and in the second slot. For the first slot the three pairings are written over the common set `a.support ∪ b.support`, while for the second slot `w.support` serves for all three. The step `hlap` is $\Delta v = Dv - \tau_{-1}Dv$, checked at each site, with Lean's `v (j + -1)` standing for $v_{j-1}$. The step `hu` is the first equality of the chain. The last rewrite expands $(u, \Delta v)$ on the right, uses `ip_shift 1 u (fwd v)` for the second equality, and leaves a sign rearrangement to `ring`.

```lean
/-- Summation by parts: `∑ ⟪Du, Dv⟫ = -∑ ⟪u, Δv⟫` for the forward difference `D` and the
second difference `Δ`. -/
theorem summation_by_parts (u v : ℤ →₀ E) : ip (fwd u) (fwd v) = -ip u (lap v) := by
  have hsubL : ∀ a b w : ℤ →₀ E, ip (a - b) w = ip a w - ip b w := by
    intro a b w
    rw [ip_eq_sum (a - b) w (a.support ∪ b.support) Finsupp.support_sub,
      ip_eq_sum a w (a.support ∪ b.support) Finset.subset_union_left,
      ip_eq_sum b w (a.support ∪ b.support) Finset.subset_union_right,
      ← Finset.sum_sub_distrib]
    exact Finset.sum_congr rfl fun j _ => by rw [Finsupp.sub_apply, inner_sub_left]
  have hsubR : ∀ w a b : ℤ →₀ E, ip w (a - b) = ip w a - ip w b := by
    intro w a b
    rw [ip_eq_sum w (a - b) w.support subset_rfl, ip_eq_sum w a w.support subset_rfl,
      ip_eq_sum w b w.support subset_rfl, ← Finset.sum_sub_distrib]
    exact Finset.sum_congr rfl fun j _ => by rw [Finsupp.sub_apply, inner_sub_right]
  -- the second difference is the backward difference of the forward difference
  have hlap : lap v = fwd v - shift (-1) (fwd v) := by
    ext j
    have h1 : (lap v) j = v (j + 1) - (v j + v j) + v (j + -1) := by
      simp [lap, shift, two_smul]
    have h2 : (fwd v - shift (-1) (fwd v)) j = v (j + 1) - v j - (v j - v (j + -1)) := by
      simp [fwd, shift]
    rw [h1, h2]
    abel
  have hu : ip (fwd u) (fwd v) = ip (shift 1 u) (fwd v) - ip u (fwd v) :=
    hsubL (shift 1 u) u (fwd v)
  rw [hu, hlap, hsubR u (fwd v) (shift (-1) (fwd v)), ip_shift 1 u (fwd v)]
  ring
```

## Cauchy–Schwarz for the pairing

Let $s$ be the union of the supports of $u$ and $v$. The triangle inequality and the Cauchy–Schwarz inequality in $E$ at each site give

$$|(u,v)| \le \sum_{j \in s} |\langle u_j, v_j\rangle| \le \sum_{j \in s} \|u_j\|\,\|v_j\| .$$

The Cauchy–Schwarz inequality for the real sequences $\|u_j\|$ and $\|v_j\|$ then gives

$$(u,v)^2 \le \Big(\sum_{j\in s} \|u_j\|\,\|v_j\|\Big)^2 \le \Big(\sum_{j\in s} \|u_j\|^2\Big)\Big(\sum_{j\in s} \|v_j\|^2\Big) = (u,u)\,(v,v).$$

The first display is `h1`, built from `Finset.abs_sum_le_sum_abs` and `abs_real_inner_le_norm`. The `calc` block squares it and ends with `Finset.sum_mul_sq_le_sq_mul_sq`.

```lean
/-- Cauchy–Schwarz inequality for the grid inner product. -/
theorem ip_sq_le (u v : ℤ →₀ E) : ip u v ^ 2 ≤ ip u u * ip v v := by
  rw [ip_eq_sum u v (u.support ∪ v.support) Finset.subset_union_left,
    ip_eq_sum u u (u.support ∪ v.support) Finset.subset_union_left,
    ip_eq_sum v v (u.support ∪ v.support) Finset.subset_union_right]
  simp only [real_inner_self_eq_norm_sq]
  have h1 : |∑ j ∈ u.support ∪ v.support, ⟪u j, v j⟫_ℝ|
      ≤ ∑ j ∈ u.support ∪ v.support, ‖u j‖ * ‖v j‖ :=
    (Finset.abs_sum_le_sum_abs _ _).trans
      (Finset.sum_le_sum fun j _ => abs_real_inner_le_norm _ _)
  calc (∑ j ∈ u.support ∪ v.support, ⟪u j, v j⟫_ℝ) ^ 2
      = |∑ j ∈ u.support ∪ v.support, ⟪u j, v j⟫_ℝ| ^ 2 := (sq_abs _).symm
    _ ≤ (∑ j ∈ u.support ∪ v.support, ‖u j‖ * ‖v j‖) ^ 2 :=
        pow_le_pow_left₀ (abs_nonneg _) h1 2
    _ ≤ _ := Finset.sum_mul_sq_le_sq_mul_sq _ _ _
```

## The inequality $S_1^2 \le S_0 S_2$

Setting $v = u$ in summation by parts and applying Cauchy–Schwarz to the pair $u$, $\Delta u$,

$$S_1^2 = (Du, Du)^2 = \big(-(u, \Delta u)\big)^2 = (u, \Delta u)^2 \le (u,u)\,(\Delta u, \Delta u) = S_0 S_2 .$$

The theorem `interpolation` states this for every real inner product space $E$ and every finitely supported $u$, with no further hypothesis; for $u = 0$ it reads $0 \le 0$. The rewrite with `summation_by_parts` and `neg_sq` performs the second and third equalities, and `ip_sq_le u (lap u)` is the inequality.

```lean
/-- Difference interpolation inequality: `(∑ ‖Du‖²)² ≤ (∑ ‖u‖²) (∑ ‖Δu‖²)` for every finitely
supported grid function with values in a real inner product space. -/
theorem interpolation (u : ℤ →₀ E) :
    ip (fwd u) (fwd u) ^ 2 ≤ ip u u * ip (lap u) (lap u) := by
  rw [summation_by_parts, neg_sq]
  exact ip_sq_le u (lap u)
```

For $E = \mathbb{R}$ the inner product of a number with itself is its square, and the inequality takes the explicit form

$$\Big(\sum_j (u_{j+1} - u_j)^2\Big)^2 \le \Big(\sum_j u_j^2\Big) \sum_j (u_{j+1} - 2u_j + u_{j-1})^2 .$$

The statement of `interpolation_real` uses none of the definitions above, so it can be read directly against this formula. In the proof, `hself` turns `ip w w` into a sum of squares, and `hf` and `hl` evaluate `fwd u` and `lap u` at a site.

```lean
/-- The inequality for a finitely supported real sequence, with the differences written out. -/
theorem interpolation_real (u : ℤ →₀ ℝ) :
    (∑ᶠ j, (u (j + 1) - u j) ^ 2) ^ 2
      ≤ (∑ᶠ j, u j ^ 2) * ∑ᶠ j, (u (j + 1) - 2 * u j + u (j - 1)) ^ 2 := by
  have hself : ∀ w : ℤ →₀ ℝ, ip w w = ∑ᶠ j, w j ^ 2 := by
    intro w
    unfold ip
    apply finsum_congr
    intro j
    rw [real_inner_self_eq_norm_sq, Real.norm_eq_abs, sq_abs]
  have hf : ∀ j, (fwd u) j = u (j + 1) - u j := by
    intro j
    simp [fwd, shift]
  have hl : ∀ j, (lap u) j = u (j + 1) - 2 * u j + u (j - 1) := by
    intro j
    simp [lap, shift, sub_eq_add_neg]
  have h := interpolation u
  rw [hself, hself, hself] at h
  simpa only [hf, hl] using h
```

As a numerical instance, take $u_{-1} = 1$, $u_0 = 2$, $u_1 = 1$ and zero elsewhere. Then $S_0 = 6$. The forward differences at $j = -2, -1, 0, 1$ are $1, 1, -1, -1$, so $S_1 = 4$. The second differences at $j = -2, \dots, 2$ are $1, 0, -2, 0, 1$, so $S_2 = 6$. Summation by parts gives $-(u, \Delta u) = -(0 - 4 + 0) = 4 = S_1$, and the inequality reads $16 \le 36$.

## The bound on the kinetic energy

From the definitions, $T_h = S_1/(2h)$, $N_h = h S_0$ and $C_h = S_2/h^3$. Hence

$$4 T_h^2 = \frac{S_1^2}{h^2}, \qquad N_h C_h = \frac{S_0 S_2}{h^2},$$

and dividing $S_1^2 \le S_0 S_2$ by $h^2$ gives $4T_h^2 \le N_h C_h$. The powers of $h$ match on the two sides, so the constant does not depend on the spacing. The hypothesis `0 < h` says that the spacing is a positive length. The steps `e1` and `e2` are the two displayed identities, and `div_le_div_of_nonneg_right` is the division by $h^2$.

```lean
/-- On a grid of spacing `h > 0`, four times the squared kinetic energy is at most the product of
the integrated density and the squared curvature norm. -/
theorem kinetic_sq_le (h : ℝ) (hh : 0 < h) (u : ℤ →₀ E) :
    4 * kinetic h u ^ 2 ≤ density h u * curvature h u := by
  have hne : h ≠ 0 := hh.ne'
  have e1 : 4 * kinetic h u ^ 2 = ip (fwd u) (fwd u) ^ 2 / h ^ 2 := by
    unfold kinetic
    field_simp
    try ring
  have e2 : density h u * curvature h u = ip u u * ip (lap u) (lap u) / h ^ 2 := by
    unfold density curvature
    field_simp
    try ring
  rw [e1, e2]
  exact div_le_div_of_nonneg_right (interpolation u) (by positivity)
```

For the instance $(1, 2, 1)$ with $h = 1/2$, the values are $T_h = 4$, $N_h = 3$ and $C_h = 48$, and the bound reads $64 \le 144$. The normalised state $u/\sqrt{3}$ has $N_h = 1$, $T_h = 4/3$ and $C_h = 16$, for which the bound amounts to $4/3 \le \tfrac12\sqrt{16} = 2$.

With the three-point kinetic operator $K = -\Delta/(2h^2)$, summation by parts gives $T_h = h\,(u, Ku)$, and $C_h = 4h\,(Ku, Ku)$. For a single particle on a uniform one-dimensional grid in a normalised, finitely supported state, the theorem therefore bounds the squared mean of $K$ by the squared norm of $Ku$, which expresses that the variance of the grid kinetic energy is nonnegative.

The model is restricted in several ways. There is one dimension and one uniform spacing. A potential would not change the bound, which concerns only the grid function $u$ and not the Hamiltonian it comes from. Square-summable sequences of infinite support are not covered, and neither are periodic or reflecting boundaries. A function on a finite box may be extended by zero, but $S_2$ then includes the second differences on the two sites just outside the box. The continuum inequality $\|f'\|^2 \le \|f\|\,\|f''\|$ for square-integrable norms on the line has the same shape, but the theorems contain no limit $h \to 0$ and no comparison of $T_h$ with a continuum kinetic energy.

## The additive form

For a real $\varepsilon > 0$ set $x = \varepsilon S_2$ and $y = S_0/(4\varepsilon)$. Then $4xy = S_0 S_2$, and $(x+y)^2 - 4xy = (x-y)^2 \ge 0$, so

$$S_1^2 \le S_0 S_2 = 4xy \le (x+y)^2 .$$

Both $x$ and $y$ are nonnegative, so square roots may be taken:

$$S_1 \le \varepsilon S_2 + \frac{S_0}{4\varepsilon}.$$

The parameter $\varepsilon$ is a free weight. A small value makes the curvature contribution small at the price of a large multiple of the density, and positivity keeps both terms nonnegative. In the proof, `hnn` shows $(w,w) \ge 0$ for every grid function $w$, `hprod` is $S_0 S_2 = 4xy$, and `nlinarith` receives the square $(x-y)^2$ as its hint to obtain `hsq`. The second component of `abs_le_of_sq_le_sq'` passes from the squares to $S_1 \le x + y$.

```lean
/-- Additive form: for every `ε > 0`, `∑ ‖Du‖² ≤ ε ∑ ‖Δu‖² + (∑ ‖u‖²) / (4 ε)`. -/
theorem interpolation_additive (ε : ℝ) (hε : 0 < ε) (u : ℤ →₀ E) :
    ip (fwd u) (fwd u) ≤ ε * ip (lap u) (lap u) + ip u u / (4 * ε) := by
  have hnn : ∀ w : ℤ →₀ E, 0 ≤ ip w w := by
    intro w
    rw [ip_eq_sum w w w.support subset_rfl]
    exact Finset.sum_nonneg fun j _ => real_inner_self_nonneg
  have hA := hnn u
  have hC := hnn (lap u)
  have hne : ε ≠ 0 := hε.ne'
  -- the product of the two terms on the right is a quarter of the product of the squared norms
  have hprod : ip u u * ip (lap u) (lap u)
      = 4 * ((ε * ip (lap u) (lap u)) * (ip u u / (4 * ε))) := by
    field_simp
  have hsq : ip (fwd u) (fwd u) ^ 2
      ≤ (ε * ip (lap u) (lap u) + ip u u / (4 * ε)) ^ 2 := by
    have hi := interpolation u
    rw [hprod] at hi
    nlinarith [sq_nonneg (ε * ip (lap u) (lap u) - ip u u / (4 * ε))]
  have hpos : 0 ≤ ε * ip (lap u) (lap u) + ip u u / (4 * ε) := by positivity
  exact (abs_le_of_sq_le_sq' hsq hpos).2

end

end DifferenceInterpolation
```

```lean
#print axioms DifferenceInterpolation.interpolation
-- 'DifferenceInterpolation.interpolation' depends on axioms: [propext, Classical.choice, Quot.sound]
#print axioms DifferenceInterpolation.interpolation_real
-- 'DifferenceInterpolation.interpolation_real' depends on axioms: [propext, Classical.choice, Quot.sound]
#print axioms DifferenceInterpolation.kinetic_sq_le
-- 'DifferenceInterpolation.kinetic_sq_le' depends on axioms: [propext, Classical.choice, Quot.sound]
#print axioms DifferenceInterpolation.interpolation_additive
-- 'DifferenceInterpolation.interpolation_additive' depends on axioms: [propext, Classical.choice, Quot.sound]
```

For the instance $(1,2,1)$, the choice $\varepsilon = 1/2$ makes $x = y = 3$ and gives $4 \le 6 = \sqrt{S_0 S_2}$, while $\varepsilon = 1$ gives the weaker $4 \le 7.5$.

## Long alternating sequences

The theorems give the constant $1$ in $S_1^2 \le 1 \cdot S_0 S_2$ and are silent on whether a smaller one would do; the following computation is ordinary arithmetic and is not among the Lean statements above. Let $u_j = (-1)^j$ on $n \ge 2$ consecutive sites and zero elsewhere. Then $S_0 = n$. The forward differences have magnitude $2$ on the $n - 1$ interior bonds and $1$ on the two end bonds, so $S_1 = 4(n-1) + 2 = 4n - 2$. The second differences have magnitude $4$ on the $n-2$ interior sites, $3$ on the two end sites and $1$ on the two sites just outside, so $S_2 = 16(n-2) + 20 = 16n - 12$. The ratio

$$\frac{S_1^2}{S_0 S_2} = \frac{(4n-2)^2}{n\,(16n - 12)}$$

is $36/40$ for $n = 2$ and tends to $1$ as $n$ grows. On the interior sites $\Delta u = -4u$, so $u$ and $\Delta u$ are parallel except near the two ends, and the loss in the Cauchy–Schwarz step becomes negligible.
